# Wick's theorem for a product of three fermionic field operators

Suppose the creators in an operator product are simply pushed to the left, with a minus sign for every annihilator they pass. Terms then go missing. Take an annihilator \(m_i\) and creators \(p_j, p_k\) whose anticommutators are numbers, \(m_ip_j+p_jm_i=c_{ij}\) and \(m_ip_k+p_km_i=c_{ik}\), and a vacuum \(|0\rangle\) with \(m_i|0\rangle=0\). The reordered product \(p_jp_km_i\) gives zero on the vacuum, whereas

\[
m_ip_jp_k|0\rangle=c_{ij}\,p_k|0\rangle-c_{ik}\,p_j|0\rangle .
\]

The identity below accounts for all such terms in a product of three field operators. In electronic-structure theory, strings of second-quantised operators are reduced in this way relative to a single-determinant reference; the result here covers strings of exactly three operators, each linear in creators and annihilators, in the order written and without time ordering.

## Fields and normal products

The operators live in an associative algebra `A` with unit over a commutative ring `K` of scalars, for example the complex numbers. Labels come from any type `ι` and may coincide. No Hilbert space or adjoint is assumed, so \(p_i\) need not be the adjoint of \(m_i\).

```lean
import Mathlib

open Matrix

namespace WickThreeOperators

variable {K A ι : Type*} [CommRing K] [Ring A] [Algebra K A]
```

Each field operator is the sum of a creation part and an annihilation part, \(\phi_i=p_i+m_i\).

```lean
/-- The field operator with label `i`: the sum of a creation part `p i` and an
annihilation part `m i`. -/
def fieldOp (p m : ι → A) (i : ι) : A := p i + m i
```

Let \(q\) be the factor for moving an annihilator past a creator: \(q=-1\) for fermions, \(q=1\) for bosons. Expanding \(\phi_i\phi_j\) gives four terms, of which only \(m_ip_j\) is out of order. The normal product of two fields is therefore

\[
N_{ij}=p_ip_j+p_im_j+q\,p_jm_i+m_im_j .
\]

```lean
/-- The normal product of two field operators: creators stand on the left, with a factor `q`
when an annihilator has been moved past a creator. -/
def normalTwo (q : K) (p m : ι → A) (i j : ι) : A :=
  p i * p j + p i * m j + q • (p j * m i) + m i * m j
```

For three fields there are eight terms. Creators keep their relative order, and so do annihilators; the power of \(q\) counts the exchanges:

\[
\begin{aligned}
N_{ijk}={}&p_ip_jp_k+p_ip_jm_k+q\,p_ip_km_j+q^2p_jp_km_i\\
&+p_im_jm_k+q\,p_jm_im_k+q^2p_km_im_j+m_im_jm_k .
\end{aligned}
\]

```lean
/-- The normal product of three field operators: creators stand on the left, relative orders
are kept, and each exchange of an annihilator with a creator gives a factor `q`. -/
def normalThree (q : K) (p m : ι → A) (i j k : ι) : A :=
  p i * p j * p k
    + p i * p j * m k + q • (p i * p k * m j) + q ^ 2 • (p j * p k * m i)
    + p i * m j * m k + q • (p j * m i * m k) + q ^ 2 • (p k * m i * m j)
    + m i * m j * m k
```

## Contractions from reordering

The physical input is the exchange relation \(m_ip_j=q\,p_jm_i+c_{ij}1\). The contraction \(c_{ij}\) is postulated to be a scalar, as it is for free fields and for linear combinations of fermionic modes. Inside a longer product, with any operator \(x\) on the right, the relation reads

\[
m_ip_jx=q\,p_jm_ix+c_{ij}x .
\]

The lemma states this for general `a`, `b` and `r`; its proof regroups the product, substitutes the relation and distributes.

```lean
/-- Moving an annihilator `a` past a creator `b` in front of any operator `x` gives the
exchanged product with factor `q`, plus the contraction times `x`. -/
theorem move_past {q r : K} {a b : A} (h : a * b = q • (b * a) + r • (1 : A)) (x : A) :
    a * (b * x) = q • (b * (a * x)) + r • x := by
  rw [← mul_assoc, h, add_mul, smul_mul_assoc, smul_mul_assoc, one_mul, mul_assoc]
```

For two fields, the exchange relation replaces the one misplaced term:

\[
\phi_i\phi_j=p_ip_j+p_im_j+(q\,p_jm_i+c_{ij}1)+m_im_j=N_{ij}+c_{ij}1 .
\]

In the proof, `simp only` expands and substitutes, and `module` compares the coefficients of the resulting products.

```lean
/-- A product of two field operators is their normal product plus their contraction. -/
theorem wick_two {q : K} {p m : ι → A} {c : ι → ι → K} {i j : ι}
    (hij : m i * p j = q • (p j * m i) + c i j • (1 : A)) :
    fieldOp p m i * fieldOp p m j = normalTwo q p m i j + c i j • (1 : A) := by
  simp only [fieldOp, normalTwo, add_mul, mul_add, hij]
  module
```

Now multiply \(N_{ij}\) by \(\phi_k=p_k+m_k\). The four terms ending in \(m_k\) are already ordered, and so is \(p_ip_jp_k\). The other three become

\[
\begin{aligned}
p_im_jp_k&=q\,p_ip_km_j+c_{jk}p_i,\\
q\,p_jm_ip_k&=q^2p_jp_km_i+q\,c_{ik}p_j,\\
m_im_jp_k&=q\,m_ip_km_j+c_{jk}m_i\\
&=q^2p_km_im_j+q\,c_{ik}m_j+c_{jk}m_i .
\end{aligned}
\]

The contraction terms combine into whole field operators:

\[
N_{ij}\phi_k=N_{ijk}+q\,c_{ik}\phi_j+c_{jk}\phi_i .
\]

The last of the three reorderings needs two exchanges, which is where `move_past` enters.

```lean
/-- A normal-ordered pair times a third field operator is the triple normal product plus the
contraction of the third operator with each member of the pair times the other member, where the
contraction with the first member carries a factor `q`. -/
theorem normalTwo_mul_field {q : K} {p m : ι → A} {c : ι → ι → K} {i j k : ι}
    (hik : m i * p k = q • (p k * m i) + c i k • (1 : A))
    (hjk : m j * p k = q • (p k * m j) + c j k • (1 : A)) :
    normalTwo q p m i j * fieldOp p m k =
      normalThree q p m i j k + (q * c i k) • fieldOp p m j + c j k • fieldOp p m i := by
  -- expand, and move every annihilator to the right of `p k`
  simp only [fieldOp, normalTwo, normalThree, add_mul, mul_add, mul_assoc, smul_mul_assoc,
    mul_smul_comm, hik, hjk, move_past hik, mul_one, smul_add]
  module
```

## The three-field identity

Since \(\phi_i\phi_j\phi_k=(N_{ij}+c_{ij}1)\phi_k\), the previous two results give

\[
\phi_i\phi_j\phi_k=N_{ijk}+c_{ij}\phi_k+q\,c_{ik}\phi_j+c_{jk}\phi_i .
\]

The outer contraction carries a factor \(q\) from one exchange with the middle field: in \(m_ip_jp_k\) the annihilator \(m_i\) first passes \(p_j\), and in \(m_im_jp_k\) the creator \(p_k\) first passes \(m_j\).

```lean
/-- Wick's theorem for three field operators with exchange factor `q`; the contraction of the
outer two operators carries one factor `q`. -/
theorem wick_three_exchange {q : K} {p m : ι → A} {c : ι → ι → K} {i j k : ι}
    (hij : m i * p j = q • (p j * m i) + c i j • (1 : A))
    (hik : m i * p k = q • (p k * m i) + c i k • (1 : A))
    (hjk : m j * p k = q • (p k * m j) + c j k • (1 : A)) :
    fieldOp p m i * fieldOp p m j * fieldOp p m k =
      normalThree q p m i j k + c i j • fieldOp p m k
        + (q * c i k) • fieldOp p m j + c j k • fieldOp p m i := by
  rw [wick_two hij, add_mul, normalTwo_mul_field hik hjk, smul_mul_assoc, one_mul]
  module
```

For fermions the hypotheses are the three anticommutators \(m_ip_j+p_jm_i=c_{ij}1\), \(m_ip_k+p_km_i=c_{ik}1\) and \(m_jp_k+p_km_j=c_{jk}1\). Setting \(q=-1\) yields

\[
\begin{aligned}
\phi_i\phi_j\phi_k={}&p_ip_jp_k+p_ip_jm_k-p_ip_km_j+p_jp_km_i\\
&+p_im_jm_k-p_jm_im_k+p_km_im_j+m_im_jm_k\\
&+c_{ij}\phi_k-c_{ik}\phi_j+c_{jk}\phi_i .
\end{aligned}
\]

No relation among the creators, or among the annihilators, is used. The step `conv` turns each anticommutator into an exchange relation with factor \(-1\), after which the general identity applies.

```lean
/-- Wick's theorem for three fermionic field operators: their product is the eight-term signed
normal product plus each contraction of two fields times the remaining field, with a minus sign for
the outer pair. -/
theorem wick_three_fermion {p m : ι → A} {c : ι → ι → K} {i j k : ι}
    (hij : m i * p j + p j * m i = c i j • (1 : A))
    (hik : m i * p k + p k * m i = c i k • (1 : A))
    (hjk : m j * p k + p k * m j = c j k • (1 : A)) :
    fieldOp p m i * fieldOp p m j * fieldOp p m k =
      (p i * p j * p k
        + p i * p j * m k - p i * p k * m j + p j * p k * m i
        + p i * m j * m k - p j * m i * m k + p k * m i * m j
        + m i * m j * m k)
      + c i j • fieldOp p m k - c i k • fieldOp p m j + c j k • fieldOp p m i := by
  -- an anticommutator is an exchange relation with factor `-1`
  have conv : ∀ (a b : A) (r : K), a * b + b * a = r • (1 : A) →
      a * b = (-1 : K) • (b * a) + r • (1 : A) := by
    intro a b r h
    rw [← h]
    module
  rw [wick_three_exchange (conv _ _ _ hij) (conv _ _ _ hik) (conv _ _ _ hjk), normalThree]
  module
```

## Action on the vacuum

Let \(v\) be a vector with \(m_iv=m_jv=m_kv=0\). Every term that ends in an annihilator vanishes, leaving

\[
\phi_i\phi_j\phi_kv=\bigl(p_ip_jp_k+c_{ij}p_k+q\,c_{ik}p_j+c_{jk}p_i\bigr)v .
\]

In Lean, \(v\) is an element of any module over `A`; it needs no normalisation. The intermediate equation `key` sorts the discarded terms by their rightmost annihilator, so that the three vacuum conditions remove them.

```lean
/-- On a vector killed by the three annihilators, a product of three field operators acts as the
product of the three creators plus single creators weighted by contractions, with an extra factor
`q` for the outer pair. -/
theorem three_fields_on_vacuum {V : Type*} [AddCommGroup V] [Module A V]
    {q : K} {p m : ι → A} {c : ι → ι → K} {i j k : ι} {v : V}
    (hij : m i * p j = q • (p j * m i) + c i j • (1 : A))
    (hik : m i * p k = q • (p k * m i) + c i k • (1 : A))
    (hjk : m j * p k = q • (p k * m j) + c j k • (1 : A))
    (hi : m i • v = 0) (hj : m j • v = 0) (hk : m k • v = 0) :
    (fieldOp p m i * fieldOp p m j * fieldOp p m k) • v =
      (p i * p j * p k + c i j • p k + (q * c i k) • p j + c j k • p i) • v := by
  -- collect the remaining terms by their rightmost annihilator
  have key : fieldOp p m i * fieldOp p m j * fieldOp p m k =
      (p i * p j * p k + c i j • p k + (q * c i k) • p j + c j k • p i)
      + (p i * p j + p i * m j + q • (p j * m i) + m i * m j + c i j • (1 : A)) * m k
      + (q • (p i * p k) + q ^ 2 • (p k * m i) + (q * c i k) • (1 : A)) * m j
      + (q ^ 2 • (p j * p k) + c j k • (1 : A)) * m i := by
    rw [wick_three_exchange hij hik hjk]
    simp only [normalThree, fieldOp, add_mul, smul_mul_assoc, one_mul, mul_assoc, smul_add]
    module
  rw [key]
  simp only [add_smul, mul_smul, hi, hj, hk, smul_zero, add_zero]
```

## Exchange of neighbouring fields

Assume now that all creators anticommute among themselves, and likewise all annihilators. For \(q=-1\), adding the normal products with the first two labels exchanged cancels four mixed terms of each against those of the other, and the remaining terms combine into products containing an anticommutator:

\[
\begin{aligned}
N_{jik}+N_{ijk}={}&\{p_j,p_i\}(p_k+m_k)\\
&+p_k\{m_j,m_i\}+\{m_j,m_i\}m_k=0 .
\end{aligned}
\]

Exchanging the last two labels gives, in the same way,

\[
\begin{aligned}
N_{ikj}+N_{ijk}={}&p_i\{p_k,p_j\}+\{p_k,p_j\}m_i\\
&+p_i\{m_k,m_j\}+m_i\{m_k,m_j\}=0 .
\end{aligned}
\]

These are the combinations passed to `linear_combination`. Contractions play no part, since no annihilator is moved past a creator.

```lean
/-- If creators anticommute among themselves and annihilators do too, the fermionic triple
normal product changes sign when two neighbouring labels are exchanged. -/
theorem normalThree_antisymm {p m : ι → A}
    (hp : ∀ a b, p a * p b + p b * p a = 0) (hm : ∀ a b, m a * m b + m b * m a = 0)
    (i j k : ι) :
    normalThree (-1 : K) p m j i k = -normalThree (-1 : K) p m i j k ∧
      normalThree (-1 : K) p m i k j = -normalThree (-1 : K) p m i j k := by
  -- write the normal product as a plain signed sum
  have hN : ∀ a b d : ι, normalThree (-1 : K) p m a b d =
      p a * p b * p d
        + p a * p b * m d - p a * p d * m b + p b * p d * m a
        + p a * m b * m d - p b * m a * m d + p d * m a * m b
        + m a * m b * m d := by
    intro a b d
    rw [normalThree]
    module
  -- the sum of the two normal products consists of anticommutators
  constructor
  · rw [hN j i k, hN i j k]
    linear_combination (norm := noncomm_ring)
      hp j i * p k + hp j i * m k + p k * hm j i + hm j i * m k
  · rw [hN i k j, hN i j k]
    linear_combination (norm := noncomm_ring)
      p i * hp k j + hp k j * m i + p i * hm k j + m i * hm k j
```

## Two fermion modes as matrices

A two-mode system realises these relations. Let \(a_1,a_2\) be the mode annihilators and order the occupation basis as \(|00\rangle,|01\rangle,|10\rangle,|11\rangle\), with \(|11\rangle=a_1^\dagger a_2^\dagger|00\rangle\). The matrix of \(u\,a_1+v\,a_2\), where \(u\) and \(v\) are now complex amplitudes, is

```lean
/-- The combination of the two annihilators of a two-mode fermion system with amplitudes
`u` and `v`, as a matrix in the occupation basis. -/
def annihilator (u v : ℂ) : Matrix (Fin 4) (Fin 4) ℂ :=
  !![0, v, u, 0; 0, 0, 0, u; 0, 0, 0, -v; 0, 0, 0, 0]
```

and the matrix of \(x\,a_1^\dagger+y\,a_2^\dagger\) is

```lean
/-- The combination of the two creators of a two-mode fermion system with amplitudes
`x` and `y`, as a matrix in the occupation basis. -/
def creator (x y : ℂ) : Matrix (Fin 4) (Fin 4) ℂ :=
  !![0, 0, 0, 0; y, 0, 0, 0; x, 0, 0, 0; 0, x, -y, 0]
```

The amplitudes enter without complex conjugation, so the contraction is

\[
\{u\,a_1+v\,a_2,\;x\,a_1^\dagger+y\,a_2^\dagger\}=(ux+vy)\,1 .
\]

Creators anticommute with creators, and annihilators with annihilators. The vacuum condition is expressed through the projector \(|00\rangle\langle00|\), which every annihilator sends to zero by left multiplication. Choosing amplitudes for each label therefore gives families \(p\) and \(m\) to which the fermionic results above apply. The proof compares the matrices entry by entry.

```lean
/-- The two-mode matrices satisfy the fermionic anticommutation relations, and every
annihilator kills the projector on the empty state. -/
theorem two_mode_witness (u v x y : ℂ) :
    annihilator u v * creator x y + creator x y * annihilator u v
        = (u * x + v * y) • (1 : Matrix (Fin 4) (Fin 4) ℂ) ∧
      creator u v * creator x y + creator x y * creator u v = 0 ∧
      annihilator u v * annihilator x y + annihilator x y * annihilator u v = 0 ∧
      annihilator u v * !![1, 0, 0, 0; 0, 0, 0, 0; 0, 0, 0, 0; 0, 0, 0, 0] = 0 := by
  refine ⟨?_, ?_, ?_, ?_⟩ <;> ext a b <;> fin_cases a <;> fin_cases b <;>
    simp [annihilator, creator, Matrix.mul_apply, Fin.sum_univ_succ] <;> ring

end WickThreeOperators
```

```lean
#print axioms WickThreeOperators.wick_three_fermion
#print axioms WickThreeOperators.three_fields_on_vacuum
#print axioms WickThreeOperators.normalThree_antisymm
```

```
'WickThreeOperators.wick_three_fermion' depends on axioms: [propext, Quot.sound]
'WickThreeOperators.three_fields_on_vacuum' depends on axioms: [propext, Quot.sound]
'WickThreeOperators.normalThree_antisymm' depends on axioms: [propext, Quot.sound]
```
